# Cancelling the order-p smearing error of a polynomial free energy

Suppose a metal is computed with its occupations smeared over an energy width $s$, its free energy is $F(s)=a_0+a_2s^2$, and the energy wanted is $a_0$, the value at zero smearing. The internal energy is

$$E=F-sF'=a_0+a_2s^2-2a_2s^2=a_0-a_2s^2 .$$

The two errors are equal and opposite, so $(E+F)/2=a_0$ at any width.

The same cancellation works at other orders. Let $F(s)=\sum_k a_ks^k$ be a polynomial whose first smearing term is of order $p\ge 1$ or higher, so that $a_k=0$ for $0<k<p$. Then $((p-1)F+E)/p$ differs from $a_0$ only by terms of order $s^{p+1}$ and above.

## Free energy, internal energy and their combination

```lean
import Mathlib

open Polynomial Filter Topology

namespace ZeroSmearingExtrapolation

noncomputable section
```

Below, `ℝ[X]` is the type of real polynomials in one variable. The variable `X` stands for the smearing width $s$, often written $\sigma$, or $k_BT$ for Fermi–Dirac occupations. The coefficient $a_k$ is `F.coeff k`, and `C` turns a real number into a constant polynomial.

```lean
/-- The internal energy `E = F - s F'` belonging to the free energy `F`, a polynomial in the
smearing width `s`. -/
def energy (F : ℝ[X]) : ℝ[X] := F - X * derivative F
```

This reads $E=F-sF'$. The name `energy` means the internal energy, not the free energy. The physics behind the definition is $F=E-sS$ with $S=-dF/ds$, where $S$ is the dimensionless entropy (a generalised one if the smearing is not thermal).

```lean
/-- The extrapolated energy `((p - 1) F + E) / p` of order `p`, for `p ≥ 1`. -/
def extrapolated (p : ℕ) (F : ℝ[X]) : ℝ[X] :=
  C (1 / (p : ℝ)) * (C ((p : ℝ) - 1) * F + energy F)
```

This is $((p-1)F+E)/p$. The order `p` is a natural number, and `(p : ℝ)` is the same number regarded as real. Lean sets $1/0=0$, so at $p=0$ the expression is zero and misses $a_0$ whenever $a_0\neq0$; the theorems therefore assume $p\ge1$.

## What happens to each power of s

```lean
/-- Passing from the free energy to the internal energy multiplies the coefficient of `s ^ k`
by `1 - k`. -/
theorem energy_coeff (F : ℝ[X]) (k : ℕ) :
    (energy F).coeff k = (1 - (k : ℝ)) * F.coeff k := by
  unfold energy
  rw [coeff_sub]
  cases k with
  | zero => simp
  | succ n =>
    rw [coeff_X_mul, coeff_derivative]
    push_cast
    ring
```

A theorem has its hypotheses before the colon, its claim after it, and its proof after `:=`. Here the claim is that the coefficient of $s^k$ in $E$ is $(1-k)a_k$. By hand, $s\,\frac{d}{ds}s^k=k\,s^k$, and subtracting from $F$ leaves $a_k-ka_k$. The proof treats $k=0$ separately, because multiplication by `X` leaves no constant term; for $k=n+1$ it reads off coefficient $n$ of $F'$.

```lean
/-- For `p ≥ 1`, extrapolation of order `p` multiplies the coefficient of `s ^ k` in the free
energy by `1 - k / p`. -/
theorem extrapolated_coeff {p : ℕ} (hp : 1 ≤ p) (F : ℝ[X]) (k : ℕ) :
    (extrapolated p F).coeff k = (1 - (k : ℝ) / p) * F.coeff k := by
  have hp0 : (p : ℝ) ≠ 0 := Nat.cast_ne_zero.mpr (by omega)
  have hpp : 1 / (p : ℝ) * p = 1 := one_div_mul_cancel hp0
  unfold extrapolated
  rw [coeff_C_mul, coeff_add, coeff_C_mul, energy_coeff]
  linear_combination F.coeff k * hpp
```

Combining the two coefficients gives

$$\frac{(p-1)a_k+(1-k)a_k}{p}=\frac{p-k}{p}\,a_k=\Bigl(1-\frac kp\Bigr)a_k .$$

The constant term keeps its factor $1$, and order $p$ gets the factor $0$. In the proof, `linear_combination` checks this algebra using `hpp`, which says $\frac1p\,p=1$.

## The error begins at order p + 1

```lean
/-- If `p ≥ 1` and the free energy has no terms in `s ^ k` for `0 < k < p`, then the extrapolated
energy of order `p` differs from the value of `F` at zero smearing by a multiple of
`s ^ (p + 1)`. -/
theorem extrapolated_error_dvd {p : ℕ} (hp : 1 ≤ p) (F : ℝ[X])
    (hF : ∀ k, 0 < k → k < p → F.coeff k = 0) :
    X ^ (p + 1) ∣ extrapolated p F - C (F.coeff 0) := by
  have hp0 : (p : ℝ) ≠ 0 := Nat.cast_ne_zero.mpr (by omega)
  rw [X_pow_dvd_iff]
  intro k hk
  rw [coeff_sub, extrapolated_coeff hp, coeff_C]
  rcases Nat.eq_zero_or_pos k with h0 | h0
  · -- the constant term is left unchanged by the extrapolation
    subst h0
    simp
  · rw [if_neg h0.ne']
    rcases Nat.lt_or_ge k p with h | h
    · -- orders below `p` are absent from the free energy
      rw [hF k h0 h]
      ring
    · -- order `p` is cancelled by the choice of weights
      have hkp : k = p := by omega
      rw [hkp, div_self hp0]
      ring
```

The hypothesis `hF` says that $a_k=0$ for every $k$ with $0<k<p$. The symbol `∣` means "divides", so the claim is that $s^{p+1}$ is a factor of the extrapolated energy minus $a_0$.

A polynomial is divisible by $s^{p+1}$ exactly when its coefficients of orders $0,\dots,p$ vanish, and `X_pow_dvd_iff` makes that translation. Three cases remain:

- For $k=0$, the difference is $a_0-a_0=0$.
- For $0<k<p$, the coefficient is zero because $a_k=0$.
- For $k=p$, the factor $1-p/p$ is zero.

For $p=1$ the middle case is empty, and the extrapolated energy is $E$ itself.

The absence of the lower orders is assumed here, not derived from a band structure. For Fermi–Dirac or Gaussian smearing of a metal with a smooth density of states near the Fermi level, the linear term is absent, which is the case $p=2$. The step left to the physicist is to replace the computed free energy, at the widths used, by such a polynomial.

```lean
/-- The extrapolated energy of order two is the mean of the internal energy and the free
energy. -/
theorem extrapolated_two (F : ℝ[X]) :
    extrapolated 2 F = C (1 / 2) * (energy F + F) := by
  ext k
  rw [extrapolated_coeff (by norm_num), coeff_C_mul, coeff_add, energy_coeff]
  push_cast
  ring
```

For $p=2$ the weights are equal, and this identity holds for every polynomial $F$. The preceding theorem adds that the error starts at order $s^3$ or later if $a_1=0$.

In an electronic-structure calculation on a metal with Fermi–Dirac or Gaussian smearing, a single run at finite width gives $F$ and the entropy term $-sS$. The zero-smearing estimate is then

$$\frac{E+F}{2}=F+\frac{sS}{2},$$

so half of the entropy term is removed from $F$; as far as $F$ is a polynomial in $s$ without a linear term, this cancels the quadratic error.

## The size of what remains

```lean
/-- If `p ≥ 1` and the free energy has no terms in `s ^ k` for `0 < k < p`, then the error of the
extrapolated energy, divided by `s ^ (p + 1)`, tends to `-a / p` as the smearing width goes to
zero, where `a` is the coefficient of `s ^ (p + 1)` in the free energy. -/
theorem extrapolated_leading_error {p : ℕ} (hp : 1 ≤ p) (F : ℝ[X])
    (hF : ∀ k, 0 < k → k < p → F.coeff k = 0) :
    Tendsto (fun s : ℝ => ((extrapolated p F).eval s - F.coeff 0) / s ^ (p + 1))
      (𝓝[≠] 0) (𝓝 (-F.coeff (p + 1) / p)) := by
  have hp0 : (p : ℝ) ≠ 0 := Nat.cast_ne_zero.mpr (by omega)
  have hpp : 1 / (p : ℝ) * p = 1 := one_div_mul_cancel hp0
  obtain ⟨Q, hQ⟩ := extrapolated_error_dvd hp F hF
  -- the constant term of the quotient is the leading error coefficient
  have hQ0 : Q.coeff 0 = -F.coeff (p + 1) / p := by
    have h : (extrapolated p F - C (F.coeff 0)).coeff (p + 1)
        = (X ^ (p + 1) * Q).coeff (p + 1) := by rw [hQ]
    rw [coeff_sub, extrapolated_coeff hp, coeff_C, if_neg (by omega : p + 1 ≠ 0),
      coeff_X_pow_mul', if_pos le_rfl, Nat.sub_self] at h
    push_cast at h
    linear_combination -h - F.coeff (p + 1) * hpp
  -- the quotient is continuous at zero smearing
  have hc : Tendsto (fun s : ℝ => Q.eval s) (𝓝[≠] 0) (𝓝 (Q.eval 0)) :=
    Q.continuous.continuousAt.tendsto.mono_left nhdsWithin_le_nhds
  rw [← coeff_zero_eq_eval_zero, hQ0] at hc
  refine hc.congr' ?_
  filter_upwards [self_mem_nhdsWithin] with s hs
  have hs0 : s ≠ 0 := hs
  have h := congrArg (eval s) hQ
  rw [eval_sub, eval_C, eval_mul, eval_pow, eval_X] at h
  rw [h, mul_div_cancel_left₀ _ (pow_ne_zero _ hs0)]
```

`Tendsto` expresses a limit, and `𝓝[≠] 0` means that $s$ approaches zero through nonzero values. By hand, the error is

$$\sum_{k>p}\Bigl(1-\frac kp\Bigr)a_ks^k .$$

After division by $s^{p+1}$, only the term $k=p+1$ survives as $s\to0$, with the value $\bigl(1-\frac{p+1}{p}\bigr)a_{p+1}=-a_{p+1}/p$.

The proof follows this calculation. Divisibility supplies a polynomial `Q` with error $s^{p+1}Q(s)$, `hQ0` finds its constant term, and continuity of `Q` gives the limit.

Take $p=2$ and $F(s)=-5-2s^2+4s^3$ in some energy unit, at $s=0.1$. Then

$$F=-5.016,\qquad E=-5+2s^2-8s^3=-4.988,\qquad \frac{E+F}{2}=-5.002 .$$

The remaining error, $-0.002$, equals $-\frac{a_3}{2}s^3$. If $a_{p+1}=0$, the limit is zero and the error is of higher order. This happens for $p=2$ when $F$ contains only even powers, and the first possible error is then $-a_4s^4$.

## The weights are fixed

```lean
/-- Let `p ≥ 1` and let the free energy have a nonzero term in `s ^ p` and none in `s ^ k` for
`0 < k < p`. A mixture `w F + (1 - w) E` then agrees with the value of `F` at zero smearing up to
a multiple of `s ^ (p + 1)` exactly when `w = (p - 1) / p`. -/
theorem mixture_error_dvd_iff {p : ℕ} (hp : 1 ≤ p) (F : ℝ[X])
    (hF : ∀ k, 0 < k → k < p → F.coeff k = 0) (ha : F.coeff p ≠ 0) (w : ℝ) :
    X ^ (p + 1) ∣ C w * F + C (1 - w) * energy F - C (F.coeff 0) ↔
      w = ((p : ℝ) - 1) / p := by
  have hp0 : (p : ℝ) ≠ 0 := Nat.cast_ne_zero.mpr (by omega)
  have hpp : 1 / (p : ℝ) * p = 1 := one_div_mul_cancel hp0
  constructor
  · -- the coefficient of `s ^ p` must vanish, which fixes the weight
    intro h
    have h1 := X_pow_dvd_iff.mp h p (Nat.lt_succ_self p)
    rw [coeff_sub, coeff_add, coeff_C_mul, coeff_C_mul, energy_coeff, coeff_C,
      if_neg (by omega : p ≠ 0)] at h1
    have h2 : F.coeff p * (1 - (p : ℝ) * (1 - w)) = 0 := by
      linear_combination h1
    have h3 := (mul_eq_zero.mp h2).resolve_left ha
    rw [eq_div_iff hp0]
    linear_combination h3
  · -- with this weight the mixture is the extrapolated energy
    intro hw
    have hmix : C w * F + C (1 - w) * energy F = extrapolated p F := by
      ext k
      rw [coeff_add, coeff_C_mul, coeff_C_mul, energy_coeff, extrapolated_coeff hp]
      linear_combination (k : ℝ) * F.coeff k * hw + (k : ℝ) * F.coeff k * hpp
    rw [hmix]
    exact extrapolated_error_dvd hp F hF

end

end ZeroSmearingExtrapolation
```

Now consider any mixture $wF+(1-w)E$ with real $w$. The extra hypothesis `ha` says $a_p\neq0$, so there is an order-$p$ error to remove. The symbol `↔` means "if and only if", and `constructor` splits the proof into its two directions.

In the first direction, the coefficient of $s^p$ in the mixture must vanish:

$$\bigl[w+(1-w)(1-p)\bigr]a_p=\bigl[1-p(1-w)\bigr]a_p=0 .$$

Dividing by $a_p$ gives $w=(p-1)/p$. In the other direction, `hmix` shows that this weight turns the mixture into the extrapolated energy, and the divisibility theorem applies. If $a_p$ were zero, every $w$ would do.

```lean
#print axioms ZeroSmearingExtrapolation.extrapolated_two
#print axioms ZeroSmearingExtrapolation.extrapolated_leading_error
#print axioms ZeroSmearingExtrapolation.mixture_error_dvd_iff
```

```
'ZeroSmearingExtrapolation.extrapolated_two' depends on axioms: [propext, Classical.choice, Quot.sound]
'ZeroSmearingExtrapolation.extrapolated_leading_error' depends on axioms: [propext, Classical.choice, Quot.sound]
'ZeroSmearingExtrapolation.mixture_error_dvd_iff' depends on axioms: [propext, Classical.choice, Quot.sound]
```
